# Stretching the radius turns Coulomb Dirac solutions with $E>-2c^2$ into ZORA solutions

## Are the Coulomb levels of ZORA just rescaled Dirac levels?

Suppose I call an energy a level when the radial equations have a nonzero square-integrable solution on $r>0$, without setting up a self-adjoint operator. For one electron in the potential $-Z/r$, a Dirac level $E>-2c^2$, counted from the rest energy, should then give the ZORA level $2c^2E/(2c^2+E)$, and the radial functions should differ only by a change of length scale. I can make this plausible by substitution, but I would like a rigorous, machine-checked version that also settles the converse: does every ZORA level arise in this way?

## Yes, for ZORA levels below $2c^2$

Both sets of equations are instances of one radial system with two constants $M$ and $W$:

$$c\left(P'+\frac{kP}{r}\right)=\left(M+\frac Zr\right)Q,\qquad c\left(Q'-\frac{kQ}{r}\right)=-\left(W+\frac Zr\right)P .$$

Here $P$ and $Q$ are the large and small radial components, $Z$ is the nuclear charge, $c$ is the speed of light in atomic units and $k$ is the relativistic angular quantum number. Dirac has $M=2c^2+E$ and $W=E$. ZORA, the zeroth-order regular approximation to the Dirac equation, has $M=2c^2$ and $W=\varepsilon$ at energy $\varepsilon$.

Take $l>0$ and set $p(r)=P(lr)$, $q(r)=Q(lr)$. The chain rule gives $p'(r)=l\,P'(lr)$, and $kp(r)/r=l\,kP(lr)/(lr)$. With the first equation at radius $lr$,

$$c\left(p'+\frac{kp}{r}\right)=l\left(M+\frac{Z}{lr}\right)Q(lr)=\left(lM+\frac Zr\right)q .$$

In the same way,

$$c\left(q'-\frac{kq}{r}\right)=-l\left(W+\frac{Z}{lr}\right)P(lr)=-\left(lW+\frac Zr\right)p .$$

The stretch multiplies $M$ and $W$ by $l$ and leaves $c$, $k$ and $Z$ alone. Stretching by $1/l$ undoes it, so the two systems are equivalent.

For Dirac, choose $l=2c^2/(2c^2+E)$, which is positive because $E>-2c^2$. Then $lM=2c^2$ and $lW=2c^2E/(2c^2+E)=\varepsilon$, which is ZORA. Since

$$\int_0^\infty(p^2+q^2)\,dr=\frac1l\int_0^\infty(P^2+Q^2)\,dr ,$$

square integrability is preserved. If $\int_0^\infty(P^2+Q^2)\,dr=1$, the pair $\sqrt l\,(p,q)$ has the same normalisation. ZORA orbitals are usually normalised by the large component alone, $\int_0^\infty p^2\,dr=1$, so a comparison with a ZORA program needs a different constant factor.

For the converse on levels, solve for $E=2c^2\varepsilon/(2c^2-\varepsilon)$ when $\varepsilon<2c^2$. Then $2c^2+E=4c^4/(2c^2-\varepsilon)>0$, so $E$ is in the allowed range. Conversely, $E>-2c^2$ gives $2c^2-\varepsilon=4c^4/(2c^2+E)>0$. Two further identities follow by algebra:

$$\varepsilon(F)-\varepsilon(E)=\frac{4c^4(F-E)}{(2c^2+E)(2c^2+F)},\qquad \varepsilon(E)-E=-\frac{E^2}{2c^2+E}.$$

The first shows that the order of levels is kept. The second shows that ZORA lies below Dirac whenever $E\neq0$. For a one-electron ion with a point nucleus, this gives a test of a radial ZORA program against Dirac energies.

In the Lean file, `RadialSystem` is the common system, with differentiability of both real functions required at every $r>0$; `DiracRadial` and `ZoraRadial` fix its constants. `stretch c E` is $l$ and `zoraEnergy c E` is $\varepsilon$. `IsBound` says that $P^2+Q^2$ is integrable over $(0,\infty)$ and that the pair is not identically zero there. `diracLevels` and `zoraLevels` collect the energies that admit such a solution.

The theorem `dirac_iff_zora` is the equivalence for a given pair of functions, and `mem_diracLevels_iff` is the equivalence for a single energy. Your converse is `zoraLevels_eq_image`: the ZORA levels below $2c^2$ are exactly the images of the Dirac levels above $-2c^2$. The bound excludes no level: for $\varepsilon>0$ every nonzero ZORA solution oscillates at large $r$ without decaying, so it is not square integrable. This last fact is not proved in the Lean file. The hypotheses are $c>0$ and, where a single energy is given, $E>-2c^2$. The numbers $k$ and $Z$ may be any reals, although physically $k$ is a nonzero integer.

```lean
import Mathlib

open Set MeasureTheory

namespace DiracZoraScaling

noncomputable section

/-- The radial equations `c (P' + k P / r) = (M + Z / r) Q` and
`c (Q' - k Q / r) = -(W + Z / r) P` at every radius `r > 0`. -/
def RadialSystem (c k Z M W : ℝ) (P Q : ℝ → ℝ) : Prop :=
  ∀ r : ℝ, 0 < r → DifferentiableAt ℝ P r ∧ DifferentiableAt ℝ Q r ∧
    c * (deriv P r + k * P r / r) = (M + Z / r) * Q r ∧
    c * (deriv Q r - k * Q r / r) = -(W + Z / r) * P r

/-- The radial Dirac equations in the Coulomb potential `-Z / r`, with the energy `E`
counted from the rest energy: `M = 2 c ^ 2 + E` and `W = E`. -/
def DiracRadial (c k Z E : ℝ) (P Q : ℝ → ℝ) : Prop :=
  RadialSystem c k Z (2 * c ^ 2 + E) E P Q

/-- The radial ZORA equations in the Coulomb potential `-Z / r` at energy `ε`:
`M = 2 c ^ 2` and `W = ε`. -/
def ZoraRadial (c k Z ε : ℝ) (P Q : ℝ → ℝ) : Prop :=
  RadialSystem c k Z (2 * c ^ 2) ε P Q

/-- The density `P ^ 2 + Q ^ 2` is integrable over `r > 0`, and the pair does not vanish
identically there. -/
def IsBound (P Q : ℝ → ℝ) : Prop :=
  IntegrableOn (fun r => P r ^ 2 + Q r ^ 2) (Ioi 0) ∧ ∃ r : ℝ, 0 < r ∧ (P r ≠ 0 ∨ Q r ≠ 0)

/-- The energies at which the radial Dirac equations have a nonzero square-integrable
solution. -/
def diracLevels (c k Z : ℝ) : Set ℝ :=
  {E | ∃ P Q : ℝ → ℝ, DiracRadial c k Z E P Q ∧ IsBound P Q}

/-- The energies at which the radial ZORA equations have a nonzero square-integrable
solution. -/
def zoraLevels (c k Z : ℝ) : Set ℝ :=
  {ε | ∃ P Q : ℝ → ℝ, ZoraRadial c k Z ε P Q ∧ IsBound P Q}

/-- The radial scale factor `l = 2 c ^ 2 / (2 c ^ 2 + E)`, for `E ≠ -2 c ^ 2`. -/
def stretch (c E : ℝ) : ℝ := 2 * c ^ 2 / (2 * c ^ 2 + E)

/-- The scaled energy `2 c ^ 2 E / (2 c ^ 2 + E)`, for `E ≠ -2 c ^ 2`. -/
def zoraEnergy (c E : ℝ) : ℝ := 2 * c ^ 2 * E / (2 * c ^ 2 + E)

/-- If `(P, Q)` solves the radial system with constants `M` and `W`, then the pair
`P (l r)`, `Q (l r)` solves it with constants `l M` and `l W`. -/
theorem RadialSystem.scale {l c k Z M W : ℝ} {P Q : ℝ → ℝ} (hl : 0 < l)
    (h : RadialSystem c k Z M W P Q) :
    RadialSystem c k Z (l * M) (l * W) (fun r => P (l * r)) (fun r => Q (l * r)) := by
  intro r hr
  obtain ⟨hP, hQ, e1, e2⟩ := h (l * r) (mul_pos hl hr)
  have hlin : HasDerivAt (fun x : ℝ => l * x) l r := by
    simpa using (hasDerivAt_id r).const_mul l
  -- the chain rule gives one factor `l` in each derivative
  have dP : HasDerivAt (fun x => P (l * x)) (deriv P (l * r) * l) r :=
    HasDerivAt.comp r hP.hasDerivAt hlin
  have dQ : HasDerivAt (fun x => Q (l * x)) (deriv Q (l * r) * l) r :=
    HasDerivAt.comp r hQ.hasDerivAt hlin
  -- the terms in `1 / r` absorb the same factor
  have s : ∀ a : ℝ, l * (a / (l * r)) = a / r := by
    intro a
    field_simp
  refine ⟨dP.differentiableAt, dQ.differentiableAt, ?_, ?_⟩
  · rw [dP.deriv]
    linear_combination l * e1 - c * s (k * P (l * r)) + Q (l * r) * s Z
  · rw [dQ.deriv]
    linear_combination l * e2 + c * s (k * Q (l * r)) - P (l * r) * s Z

/-- Stretching the radius by `l > 0` is an equivalence between the radial systems with
constants `M, W` and `l M, l W`, at the same `c`, `k` and `Z`. -/
theorem radialSystem_scale_iff {l c k Z M W : ℝ} {P Q : ℝ → ℝ} (hl : 0 < l) :
    RadialSystem c k Z M W P Q ↔
      RadialSystem c k Z (l * M) (l * W) (fun r => P (l * r)) (fun r => Q (l * r)) := by
  refine ⟨fun h => h.scale hl, fun h => ?_⟩
  -- undo the stretch with the factor `1 / l`
  have h' := h.scale (inv_pos.2 hl)
  simpa only [inv_mul_cancel_left₀ hl.ne', mul_inv_cancel_left₀ hl.ne'] using h'

/-- Stretching the radius by `l > 0` preserves square integrability and the property of
not vanishing identically. -/
theorem isBound_scale_iff {l : ℝ} {P Q : ℝ → ℝ} (hl : 0 < l) :
    IsBound P Q ↔ IsBound (fun r => P (l * r)) (fun r => Q (l * r)) := by
  have h := integrableOn_Ioi_comp_mul_left_iff (fun r => P r ^ 2 + Q r ^ 2) 0 hl
  rw [mul_zero] at h
  refine and_congr h.symm ⟨?_, ?_⟩
  · rintro ⟨r, hr, hne⟩
    refine ⟨l⁻¹ * r, mul_pos (inv_pos.2 hl) hr, ?_⟩
    simpa only [mul_inv_cancel_left₀ hl.ne'] using hne
  · rintro ⟨r, hr, hne⟩
    exact ⟨l * r, mul_pos hl hr, hne⟩

/-- For `E > -2 c ^ 2`, a pair `(P, Q)` solves the radial Dirac equations at energy `E` if and
only if `P (l r)`, `Q (l r)` with `l = 2 c ^ 2 / (2 c ^ 2 + E)` solves the radial ZORA
equations at energy `2 c ^ 2 E / (2 c ^ 2 + E)`. -/
theorem dirac_iff_zora {c k Z E : ℝ} {P Q : ℝ → ℝ} (hc : 0 < c) (hE : -(2 * c ^ 2) < E) :
    DiracRadial c k Z E P Q ↔
      ZoraRadial c k Z (zoraEnergy c E)
        (fun r => P (stretch c E * r)) (fun r => Q (stretch c E * r)) := by
  have hD : 0 < 2 * c ^ 2 + E := by linarith
  have hl : 0 < stretch c E := div_pos (by positivity) hD
  have h1 : stretch c E * (2 * c ^ 2 + E) = 2 * c ^ 2 := div_mul_cancel₀ _ hD.ne'
  have h2 : stretch c E * E = zoraEnergy c E := by
    unfold stretch zoraEnergy
    ring
  have h := radialSystem_scale_iff (c := c) (k := k) (Z := Z) (M := 2 * c ^ 2 + E)
    (W := E) (P := P) (Q := Q) hl
  rw [h1, h2] at h
  exact h

/-- An energy `E > -2 c ^ 2` is a Dirac level if and only if `2 c ^ 2 E / (2 c ^ 2 + E)` is
a ZORA level. -/
theorem mem_diracLevels_iff {c k Z E : ℝ} (hc : 0 < c) (hE : -(2 * c ^ 2) < E) :
    E ∈ diracLevels c k Z ↔ zoraEnergy c E ∈ zoraLevels c k Z := by
  have hl : 0 < stretch c E := div_pos (by positivity) (by linarith)
  constructor
  · rintro ⟨P, Q, h, hb⟩
    exact ⟨_, _, (dirac_iff_zora hc hE).1 h, (isBound_scale_iff hl).1 hb⟩
  · rintro ⟨p, q, h, hb⟩
    refine ⟨fun r => p ((stretch c E)⁻¹ * r), fun r => q ((stretch c E)⁻¹ * r),
      (dirac_iff_zora hc hE).2 ?_, (isBound_scale_iff (inv_pos.2 hl)).1 hb⟩
    simpa only [inv_mul_cancel_left₀ hl.ne'] using h

/-- The ZORA levels below `2 c ^ 2` are exactly the values `2 c ^ 2 E / (2 c ^ 2 + E)` taken
over the Dirac levels `E` above `-2 c ^ 2`. -/
theorem zoraLevels_eq_image {c : ℝ} (k Z : ℝ) (hc : 0 < c) :
    zoraLevels c k Z ∩ Iio (2 * c ^ 2) =
      zoraEnergy c '' (diracLevels c k Z ∩ Ioi (-(2 * c ^ 2))) := by
  have hc2 : 0 < 2 * c ^ 2 := by positivity
  ext ε
  constructor
  · rintro ⟨hε, hlt⟩
    have hd : 0 < 2 * c ^ 2 - ε := sub_pos.2 hlt
    -- the Dirac energy is found by inverting the energy map
    have hsum : 2 * c ^ 2 + 2 * c ^ 2 * ε / (2 * c ^ 2 - ε)
        = (2 * c ^ 2) ^ 2 / (2 * c ^ 2 - ε) := by
      rw [eq_div_iff hd.ne', add_mul, div_mul_cancel₀ _ hd.ne']
      ring
    have hpos : 0 < 2 * c ^ 2 + 2 * c ^ 2 * ε / (2 * c ^ 2 - ε) := by
      rw [hsum]
      positivity
    have hE : -(2 * c ^ 2) < 2 * c ^ 2 * ε / (2 * c ^ 2 - ε) := by linarith
    have hz : zoraEnergy c (2 * c ^ 2 * ε / (2 * c ^ 2 - ε)) = ε := by
      unfold zoraEnergy
      rw [div_eq_iff hpos.ne', hsum]
      ring
    exact ⟨_, ⟨(mem_diracLevels_iff hc hE).2 (by rwa [hz]), hE⟩, hz⟩
  · rintro ⟨E, ⟨hE, hgt⟩, rfl⟩
    have hgt' : -(2 * c ^ 2) < E := hgt
    have hD : 0 < 2 * c ^ 2 + E := by linarith
    refine ⟨(mem_diracLevels_iff hc hgt').1 hE, ?_⟩
    change 2 * c ^ 2 * E / (2 * c ^ 2 + E) < 2 * c ^ 2
    rw [div_lt_iff₀ hD]
    nlinarith [mul_pos hc2 hc2]

/-- The map from `E` to `2 c ^ 2 E / (2 c ^ 2 + E)` is strictly increasing on
`E > -2 c ^ 2`. -/
theorem zoraEnergy_strictMonoOn {c : ℝ} (hc : 0 < c) :
    StrictMonoOn (zoraEnergy c) (Ioi (-(2 * c ^ 2))) := by
  intro E hE F hF hEF
  have hE' : -(2 * c ^ 2) < E := hE
  have hF' : -(2 * c ^ 2) < F := hF
  unfold zoraEnergy
  rw [div_lt_div_iff₀ (by linarith) (by linarith)]
  nlinarith [mul_pos (pow_pos hc 4) (sub_pos.2 hEF)]

/-- For `E > -2 c ^ 2`, the scaled energy differs from `E` by `-E ^ 2 / (2 c ^ 2 + E)`. -/
theorem zoraEnergy_sub {c E : ℝ} (hE : -(2 * c ^ 2) < E) :
    zoraEnergy c E - E = -E ^ 2 / (2 * c ^ 2 + E) := by
  have hD : 2 * c ^ 2 + E ≠ 0 := by linarith
  unfold zoraEnergy
  rw [eq_div_iff hD, sub_mul, div_mul_cancel₀ _ hD]
  ring

end

end DiracZoraScaling
```

```lean
#print axioms DiracZoraScaling.dirac_iff_zora
#print axioms DiracZoraScaling.zoraLevels_eq_image
#print axioms DiracZoraScaling.zoraEnergy_strictMonoOn
#print axioms DiracZoraScaling.zoraEnergy_sub
```

```
'DiracZoraScaling.dirac_iff_zora' depends on axioms: [propext, Classical.choice, Quot.sound]
'DiracZoraScaling.zoraLevels_eq_image' depends on axioms: [propext, Classical.choice, Quot.sound]
'DiracZoraScaling.zoraEnergy_strictMonoOn' depends on axioms: [propext, Classical.choice, Quot.sound]
'DiracZoraScaling.zoraEnergy_sub' depends on axioms: [propext, Classical.choice, Quot.sound]
```

The calculation with the chain rule is `RadialSystem.scale`. There `dP` and `dQ` are the derivatives of the stretched functions, `s` is the identity $l\cdot a/(lr)=a/r$, and each `linear_combination` multiplies an original equation by $l$ and corrects the $1/r$ terms with `s`. `radialSystem_scale_iff` adds the converse by applying the same lemma with $l^{-1}$. `isBound_scale_iff` uses Mathlib's change of variables for integrability on a half-line, and moves a point where the pair is nonzero to its stretched position.

In `dirac_iff_zora`, `h1` and `h2` are the two products $lM=2c^2$ and $lW=\varepsilon$. `mem_diracLevels_iff` carries solutions in both directions, and `zoraLevels_eq_image` supplies the inverse energy map, with `hsum` as the formula for $2c^2+E$. The order of levels and the energy difference are `zoraEnergy_strictMonoOn` and `zoraEnergy_sub`.

The condition $E>-2c^2$ matters for the equivalence of solutions. Take $c=1$ and $E=-4$, so that $l=-1$ and $\varepsilon=4$. Let $Q=0$ everywhere, and let $P(r)=0$ for $r>0$ and $P(r)=1$ for $r\le0$. This pair solves the Dirac equations on $r>0$ trivially. The stretched pair is $p=1$, $q=0$ there, and the second ZORA equation would require $0=-(4+Z/r)$ at every $r>0$, which is false for every $Z$. A negative $l$ reads the functions at negative radii, where the equations say nothing.

The result is confined to a pure Coulomb field, because the argument needs the potential to scale as $1/r$; a finite nucleus or a screened potential breaks it. The definition of a level also has two features to keep in mind. It asks for the small component to be square integrable in ZORA too, whereas ZORA is usually written as a Hamiltonian for the large component alone. It also imposes no boundary condition at the origin, and in very strong fields, $k^2-Z^2/c^2<1/4$, the standard analysis near $r=0$ indicates that square integrability alone stops singling out discrete energies.
